# The unmemoized Wick recursion on $2n$ operators makes between 1 and 5/2 calls per pairing

Let $n \ge 0$ be an integer, and let $P_n = (2n-1)!! = 1\cdot 3\cdots(2n-1)$, with $P_0 = (-1)!! = 1$, be the number of terms in the Wick expansion of the vacuum expectation value of a string of $2n$ operators, each linear in creation and annihilation operators. The recursive form of the expansion contracts the first operator with each later one and continues on the operators that remain. Let $R_n$ be the number of calls that it makes on such a string when every branch is followed and no intermediate result is stored. Then $R_0 = 1$, $R_{n+1} = 1 + (2n+1)R_n$, and for every $n$

$$P_n \;\le\; R_n \;\le\; \tfrac52\,P_n .$$

The overhead $R_n/P_n$ equals $\sum_{k=0}^{n} 1/P_k$ exactly, and as $n\to\infty$ it converges to a limit between $12/5$ and $5/2$.

## The recursion and its two counts

Take bosonic operators that are linear in creation and annihilation operators, and let $\langle\cdot\rangle$ be the expectation value in the vacuum of a non-interacting system. The contraction of an operator $A$ with an operator $B$ standing to its right is the number $s(A,B) = \langle AB\rangle$. For a string made of a first operator $A$ and $m$ further operators $B_0,\dots,B_{m-1}$, Wick's theorem in recursive form reads

$$W(A\,B_0\cdots B_{m-1}) = \sum_{j=0}^{m-1} s(A,B_j)\; W(B_0\cdots \widehat{B_j}\cdots B_{m-1}), \qquad W(\varnothing) = 1,$$

where $W$ is the expectation value of the string, $\varnothing$ is the empty string and the hat marks the operator that is left out. In what follows this rule is the definition of $W$; that it reproduces the quantum-mechanical expectation value is the content of Wick's theorem and is taken as given.

Setting every contraction equal to 1 makes each term of the fully expanded sum contribute 1, so $W$ then returns the number of terms. A string of $2n+2$ operators has $m = 2n+1$, and each of its $2n+1$ branches works on a string of $2n$ operators. The number of terms therefore starts at 1 for the empty string and is multiplied by $2n+1$ in going from $n$ to $n+1$. This is the rule $P_{n+1} = (2n+1)P_n$, $P_0 = 1$, of the odd double factorial.

The number of calls is counted on the same tree. An evaluation on $2n+2$ operators is one call, plus the calls made by its $2n+1$ branches, which gives $R_{n+1} = 1 + (2n+1)R_n$. The empty string costs one call, so $R_0 = 1$. The first values are:

| $n$ | 0 | 1 | 2 | 3 | 4 |
|---|---|---|---|---|---|
| $P_n$ | 1 | 1 | 3 | 15 | 105 |
| $R_n$ | 1 | 2 | 7 | 36 | 253 |
| $R_n/P_n$ | 1 | 2 | 7/3 | 12/5 | 253/105 |

Expansions of this kind arise when a many-point function in the vacuum of a non-interacting bosonic system is reduced to two-point functions, as in the terms of a perturbation series. For the plain recursion the bound says that the intermediate strings add only a bounded factor to the number of complete pairings.

## The exact overhead

Dividing the recurrence for $R_{n+1}$ by $P_{n+1} = (2n+1)P_n$, which is positive, gives

$$\frac{R_{n+1}}{P_{n+1}} = \frac{1}{P_{n+1}} + \frac{(2n+1)R_n}{(2n+1)P_n} = \frac{R_n}{P_n} + \frac{1}{P_{n+1}} .$$

Since $R_0/P_0 = 1 = 1/P_0$, induction yields

$$\frac{R_n}{P_n} = \sum_{k=0}^{n}\frac{1}{P_k} = 1 + 1 + \frac13 + \frac1{15} + \cdots ,$$

with the sum stopping at $k=n$. The term $k$ has a direct reading: the tree contains $(2n-1)(2n-3)\cdots(2k+1) = P_n/P_k$ calls on strings of $2k$ operators. The two leading ones belong to the empty strings and to the two-operator strings, which are equally numerous for $n\ge1$ because a two-operator string has a single branch.

## The lower and upper bounds

The lower bound is an induction. It holds at $n=0$ as $1\le1$, and $P_n\le R_n$ implies

$$P_{n+1} = (2n+1)P_n \le (2n+1)R_n \le 1 + (2n+1)R_n = R_{n+1}.$$

The upper bound $2R_n\le 5P_n$ does not reproduce itself under the recurrence: multiplying it by $2n+1$ gives only $2R_{n+1} \le 5P_{n+1} + 2$, where the 2 comes from the new call. A slightly stronger inequality does propagate, namely

$$2R_n + 1 \le 5P_n .$$

Assume it for some $n\ge1$. Then $2R_n \le 5P_n - 1$, and

$$2R_{n+1} + 1 = 3 + (2n+1)\,2R_n \le 3 + (2n+1)(5P_n - 1) = 5P_{n+1} + 3 - (2n+1) \le 5P_{n+1},$$

where the last step uses $2n+1\ge3$. At $n=0$ this factor is only 1 and the step is not available, so both $n=0$ and $n=1$ are verified directly: $3\le5$ and $5\le5$. Dropping the $+1$ and dividing by 2 gives $R_n\le\frac52P_n$.

The partial sums of $\sum_k 1/P_k$ are the overheads. They increase, because all terms are positive, and they are bounded by $5/2$, so the series converges to a sum $S\le 5/2$. The first four terms give $1+1+\frac13+\frac1{15} = \frac{12}{5}\le S$. The constant $5/2$ thus lies within $1/10$ of the limit.

## The objects in Lean

```lean
import Mathlib

open Finset Filter Topology

namespace WickRecursionCost
```

The two sequences are functions on the natural numbers. `pairings n` is $P_n$, written as the product of $2k+1$ over $k = 0,\dots,n-1$; at $n=0$ the product is empty and equals 1, which fixes the convention $(-1)!! = 1$ without any subtraction.

```lean
/-- The odd double factorial `(2n-1)!! = 1 · 3 ⋯ (2n-1)`, equal to `1` for `n = 0`. -/
def pairings (n : ℕ) : ℕ := ∏ k ∈ range n, (2 * k + 1)
```

`calls n` is $R_n$, defined by its recurrence.

```lean
/-- The sequence `R₀ = 1`, `Rₙ₊₁ = 1 + (2n+1) Rₙ`. -/
def calls : ℕ → ℕ
  | 0 => 1
  | n + 1 => 1 + (2 * n + 1) * calls n
```

A string of operators is a `List α`, where `α` is an arbitrary type of labels. The labels carry no algebra: there is no Fock space, no commutator and no state in the development. All physics enters through `s : α → α → K`, the contraction $s(A,B)$, whose first argument is the operator on the left; no symmetry of `s` is assumed. The values lie in a commutative semiring `K`, which admits $\mathbb C$ for expectation values and $\mathbb N$ for counting. In the pattern `a :: l` the head `a` is $A$ and the tail `l` is $B_0\cdots B_{m-1}$; the index `j : Fin l.length` runs from 0 to $m-1$, `l.get j` is $B_j$, and `l.eraseIdx j.1` is the tail with $B_j$ removed. No sign accompanies the terms, which is the bosonic convention. The recursion terminates because every branch works on a strictly shorter list.

```lean
/-- The bosonic Wick recursion with contraction `s`: the first operator is contracted with each
later one, and the recursion continues on the string with both removed. -/
def wickValue {α K : Type*} [CommSemiring K] (s : α → α → K) : List α → K
  | [] => 1
  | a :: l => ∑ j : Fin l.length, s a (l.get j) * wickValue s (l.eraseIdx j.1)
termination_by l => l.length
decreasing_by
  simp only [List.length_cons]
  exact Nat.lt_succ_of_le (List.length_eraseIdx_le _ _)
```

`wickCalls` follows the same branches and adds 1 for each invocation. It is a separate definition modelled on `wickValue`, so the statement that it counts the calls of that recursion rests on the two definitions having the same shape. It does not take `s` as an argument: a branch is counted even when its contraction is zero, and two equal substrings reached along different paths are counted twice, which is what unmemoized means.

```lean
/-- The number of calls made by the unmemoized Wick recursion on a string of operators:
the call itself plus the calls of each of its branches. -/
def wickCalls {α : Type*} : List α → ℕ
  | [] => 1
  | _ :: l => 1 + ∑ j : Fin l.length, wickCalls (l.eraseIdx j.1)
termination_by l => l.length
decreasing_by
  simp only [List.length_cons]
  exact Nat.lt_succ_of_le (List.length_eraseIdx_le _ _)
```

## The double factorial

`pairings_succ` is the rule $P_{n+1} = (2n+1)P_n$, obtained by splitting the last factor off the product.

```lean
/-- Going from `n` to `n+1` multiplies `(2n-1)!!` by `2n+1`. -/
theorem pairings_succ (n : ℕ) : pairings (n + 1) = (2 * n + 1) * pairings n := by
  simp only [pairings, prod_range_succ]
  ring
```

`pairings_pos` states $P_n>0$, as a product of positive factors; it licenses the divisions by $P_n$ later on.

```lean
/-- `(2n-1)!!` is positive. -/
theorem pairings_pos (n : ℕ) : 0 < pairings n :=
  Finset.prod_pos fun _ _ => Nat.succ_pos _
```

`pairings_eq_doubleFactorial` identifies $P_{n+1}$ with Mathlib's $(2n+1)!!$. The induction rewrites $2(n+1)+1$ as $(2n+1)+2$ so that `Nat.doubleFactorial_add_two`, the rule $(q+2)!! = (q+2)\,q!!$ for a natural number $q$, applies. The shift by one avoids the argument $-1$; the case $P_0=1$ comes from the definition.

```lean
/-- `pairings (n+1)` is the double factorial of `2n+1`. -/
theorem pairings_eq_doubleFactorial (n : ℕ) :
    pairings (n + 1) = Nat.doubleFactorial (2 * n + 1) := by
  induction n with
  | zero => simp [pairings]
  | succ n ih =>
    have h : 2 * (n + 1) + 1 = (2 * n + 1) + 2 := by ring
    rw [pairings_succ, ih, h, Nat.doubleFactorial_add_two]
```

## Terms and calls on a string of even length

`wickValue_one` says that for every list `l` with `l.length = 2 * n`, the recursion with the constant contraction `fun _ _ => (1 : ℕ)` returns `pairings n`. This value is what the development means by the number of terms; the set of pairings of $2n$ labels is not constructed as a combinatorial object. The induction on `n` is carried out with `generalizing l`, because the hypothesis is needed for all the shortened lists and not for one fixed list. For `n + 1`, the statement `hl` gives the tail length $2n+1$, and `hb` says that each branch has length $2n$ and hence value $P_n$. The sum over `j` is then a sum of $2n+1$ equal numbers, and `pairings_succ` finishes the step, as in the count above.

```lean
/-- With every contraction set to one, the Wick recursion on `2n` operators returns
`(2n-1)!!`, the number of its terms. -/
theorem wickValue_one {α : Type*} (n : ℕ) (l : List α) (h : l.length = 2 * n) :
    wickValue (fun _ _ => (1 : ℕ)) l = pairings n := by
  induction n generalizing l with
  | zero =>
    cases l with
    | nil => simp [wickValue, pairings]
    | cons a l => simp at h
  | succ n ih =>
    cases l with
    | nil => simp only [List.length_nil] at h; omega
    | cons a l =>
      have hl : l.length = 2 * n + 1 := by simp only [List.length_cons] at h; omega
      -- each branch works on a string of `2n` operators
      have hb : ∀ j : Fin l.length,
          wickValue (fun _ _ => (1 : ℕ)) (l.eraseIdx j.1) = pairings n := fun j =>
        ih _ (by
          rw [List.length_eraseIdx_of_lt j.2]
          omega)
      rw [wickValue]
      simp only [hb, one_mul, Finset.sum_const, Finset.card_univ, Fintype.card_fin,
        smul_eq_mul]
      rw [pairings_succ, hl]
```

`wickCalls_eq` repeats the argument for the calls: under the same hypothesis on the length, `wickCalls l = calls n`. Each branch contributes $R_n$, and the additional 1 matches the recurrence, recorded as `hc`. The count depends only on the length of the string.

```lean
/-- The unmemoized Wick recursion on `2n` operators makes exactly `Rₙ` calls. -/
theorem wickCalls_eq {α : Type*} (n : ℕ) (l : List α) (h : l.length = 2 * n) :
    wickCalls l = calls n := by
  induction n generalizing l with
  | zero =>
    cases l with
    | nil => simp [wickCalls, calls]
    | cons a l => simp at h
  | succ n ih =>
    cases l with
    | nil => simp only [List.length_nil] at h; omega
    | cons a l =>
      have hl : l.length = 2 * n + 1 := by simp only [List.length_cons] at h; omega
      have hb : ∀ j : Fin l.length, wickCalls (l.eraseIdx j.1) = calls n := fun j =>
        ih _ (by
          rw [List.length_eraseIdx_of_lt j.2]
          omega)
      have hc : calls (n + 1) = 1 + (2 * n + 1) * calls n := rfl
      rw [wickCalls]
      simp only [hb, Finset.sum_const, Finset.card_univ, Fintype.card_fin, smul_eq_mul]
      rw [hc, hl]
```

## The overhead and the bounds

`overhead_eq_sum` is the identity $R_n/P_n = \sum_{k=0}^n 1/P_k$ in the real numbers; `range (n + 1)` contains $k = 0,\dots,n$. In the inductive step `sum_range_succ` splits off the term $1/P_{n+1}$, the hypothesis replaces the remaining sum by $R_n/P_n$, and both recurrences are inserted. `field_simp` clears the denominators $P_n$ and $2n+1$, shown nonzero in `hp` and `hn`, and `ring` verifies the polynomial identity that is left. This is the division by $P_{n+1}$ read backwards.

```lean
/-- The overhead is exactly `Rₙ / (2n-1)!! = ∑_{k ≤ n} 1 / (2k-1)!!`. -/
theorem overhead_eq_sum (n : ℕ) :
    (calls n : ℝ) / pairings n = ∑ k ∈ range (n + 1), 1 / (pairings k : ℝ) := by
  induction n with
  | zero => simp [calls, pairings]
  | succ n ih =>
    have hp : (pairings n : ℝ) ≠ 0 := by exact_mod_cast (pairings_pos n).ne'
    have hn : (2 * (n : ℝ) + 1) ≠ 0 := by positivity
    have hc : calls (n + 1) = 1 + (2 * n + 1) * calls n := rfl
    rw [sum_range_succ, ← ih, hc, pairings_succ]
    push_cast
    field_simp
    ring
```

`two_calls_add_one_le` is the strengthened inequality, in natural numbers. The case $n=0$ is split off first, and the induction runs over `m` with $n = m+1$, so that its base is $n=1$. In the step the factor $2n+1$ appears as `2 * (m + 1) + 1`, that is $2m+3$. The line defining `h` multiplies the hypothesis by this factor, and `nlinarith` combines the product with $m\ge0$, which is the condition $2n+1\ge3$.

```lean
/-- The invariant `2 Rₙ + 1 ≤ 5 (2n-1)!!` holds for all `n`. -/
theorem two_calls_add_one_le (n : ℕ) : 2 * calls n + 1 ≤ 5 * pairings n := by
  cases n with
  | zero => simp [calls, pairings]
  | succ m =>
    induction m with
    | zero => simp [calls, pairings]
    | succ m ih =>
      have hc : calls (m + 1 + 1) = 1 + (2 * (m + 1) + 1) * calls (m + 1) := rfl
      -- the spare unit grows to `2m + 3 ≥ 3` and absorbs the new call
      have h := Nat.mul_le_mul_left (2 * (m + 1) + 1) ih
      rw [hc, pairings_succ (m + 1)]
      nlinarith [Nat.zero_le m]
```

`calls_bounds` is the main statement for the sequences: for every natural number `n`, with no further hypothesis, $P_n\le R_n$ and $R_n\le\frac52P_n$, both sides cast to real numbers so that $5/2$ is an ordinary fraction. The first half is the induction for the lower bound, again by multiplying the hypothesis by $2n+1$. The second half casts the invariant to $\mathbb R$, after which `linarith` drops the 1 and divides by 2.

```lean
/-- For all `n`, `(2n-1)!! ≤ Rₙ ≤ (5/2) (2n-1)!!`. -/
theorem calls_bounds (n : ℕ) :
    (pairings n : ℝ) ≤ calls n ∧ (calls n : ℝ) ≤ 5 / 2 * pairings n := by
  constructor
  · have h : pairings n ≤ calls n := by
      induction n with
      | zero => simp [calls, pairings]
      | succ n ih =>
        have hc : calls (n + 1) = 1 + (2 * n + 1) * calls n := rfl
        have h := Nat.mul_le_mul_left (2 * n + 1) ih
        rw [hc, pairings_succ]
        linarith
    exact_mod_cast h
  · have h : (2 * calls n + 1 : ℝ) ≤ 5 * pairings n := by
      exact_mod_cast two_calls_add_one_le n
    linarith
```

`wickCalls_bounds` carries the result over to the recursion itself. For any type of labels and any list of length $2n$, the empty list included, the number of calls lies between the number of terms and $5/2$ times that number. The two counting theorems rewrite the goal into `calls_bounds n`. What is bounded is the number of calls; the work inside a call, such as copying the shortened list or multiplying by a contraction, is not part of the count.

```lean
/-- On any string of `2n` operators the number of calls of the Wick recursion lies between the
number of its terms and `5/2` times that number. -/
theorem wickCalls_bounds {α : Type*} (n : ℕ) (l : List α) (h : l.length = 2 * n) :
    ((wickValue (fun _ _ => (1 : ℕ)) l : ℕ) : ℝ) ≤ wickCalls l ∧
      (wickCalls l : ℝ) ≤ 5 / 2 * ((wickValue (fun _ _ => (1 : ℕ)) l : ℕ) : ℝ) := by
  rw [wickValue_one n l h, wickCalls_eq n l h]
  exact calls_bounds n
```

## The limit of the overhead

`overhead_tendsto` has four parts: the series $\sum_k 1/P_k$ is `Summable`, the overhead tends to its sum `∑' k, 1 / (pairings k : ℝ)`, which is $S$, and $12/5\le S$ and $S\le5/2$. No closed form of $S$ is stated. In `hb` every partial sum is bounded by $5/2$: the empty sum is 0, and the sum over `range (n + 1)` is the overhead, bounded through `calls_bounds`. With nonnegative terms, `summable_of_sum_range_le` turns this into convergence, and `le_of_tendsto'` passes the bound to the limit. The overhead at $n$ is the partial sum with $n+1$ terms, which accounts for the shift `tendsto_add_atTop_nat 1`. The lower bound evaluates the four terms $k=0,\dots,3$ in `h4` and uses that a partial sum of a nonnegative convergent series does not exceed the total.

```lean
/-- The series `∑ₖ 1 / (2k-1)!!` converges, the overhead `Rₙ / (2n-1)!!` tends to its sum,
and the sum lies between `12/5` and `5/2`. -/
theorem overhead_tendsto :
    Summable (fun k => 1 / (pairings k : ℝ)) ∧
      Tendsto (fun n => (calls n : ℝ) / pairings n) atTop (𝓝 (∑' k, 1 / (pairings k : ℝ))) ∧
      12 / 5 ≤ ∑' k, 1 / (pairings k : ℝ) ∧ ∑' k, 1 / (pairings k : ℝ) ≤ 5 / 2 := by
  have hnn : ∀ k, 0 ≤ 1 / (pairings k : ℝ) := fun k => by positivity
  -- the partial sums are the overheads, bounded by `5/2`
  have hb : ∀ n, ∑ k ∈ range n, 1 / (pairings k : ℝ) ≤ 5 / 2 := by
    intro n
    cases n with
    | zero => norm_num
    | succ n =>
      have hp : (0 : ℝ) < pairings n := by exact_mod_cast pairings_pos n
      rw [← overhead_eq_sum, div_le_iff₀ hp]
      exact (calls_bounds n).2
  have hs : Summable (fun k => 1 / (pairings k : ℝ)) := summable_of_sum_range_le hnn hb
  have ht := hs.hasSum.tendsto_sum_nat
  refine ⟨hs, ?_, ?_, le_of_tendsto' ht hb⟩
  · exact (ht.comp (tendsto_add_atTop_nat 1)).congr fun n => (overhead_eq_sum n).symm
  · -- the first four terms give `1 + 1 + 1/3 + 1/15 = 12/5`
    have h4 : ∑ k ∈ range 4, 1 / (pairings k : ℝ) = 12 / 5 := by
      norm_num [Finset.sum_range_succ, pairings, Finset.prod_range_succ]
    rw [← h4]
    exact hs.sum_le_tsum (range 4) fun k _ => hnn k

end WickRecursionCost
```

```lean
#print axioms WickRecursionCost.pairings_eq_doubleFactorial
#print axioms WickRecursionCost.wickCalls_eq
#print axioms WickRecursionCost.wickCalls_bounds
#print axioms WickRecursionCost.overhead_tendsto
```

```
'WickRecursionCost.pairings_eq_doubleFactorial' depends on axioms: [propext, Classical.choice, Quot.sound]
'WickRecursionCost.wickCalls_eq' depends on axioms: [propext, Classical.choice, Quot.sound]
'WickRecursionCost.wickCalls_bounds' depends on axioms: [propext, Classical.choice, Quot.sound]
'WickRecursionCost.overhead_tendsto' depends on axioms: [propext, Classical.choice, Quot.sound]
```

## Strings of odd length

The hypothesis `l.length = 2 * n` is needed for the upper bound. For a single operator $A$ the tail is empty, the sum over $j$ has no terms, and the recursion returns 0 after one call. The inequality would read $1\le\frac52\cdot0$, which is false. For three operators $A\,B_0\,B_1$ there are two branches, each on a single operator, so the recursion makes $1+2=3$ calls and again returns 0 terms. A program avoids this wasted work by testing the parity of the length once at the start.

## The recursion as a program

Written directly, the rule for $W$ is a few lines of Python.

```python
def wick(ops, s):
    if not ops:
        return 1
    a, rest = ops[0], ops[1:]
    return sum(s(a, rest[j]) * wick(rest[:j] + rest[j+1:], s)
               for j in range(len(rest)))
```

A counter incremented on entry to `wick` reads $R_n$ after a run on $2n$ operators. As an example, let $x$ be the position operator of a harmonic oscillator, taken in the ground state, and let $\sigma^2 = \langle x^2\rangle$. For the string $xxxx$ every contraction equals $\sigma^2$. The program makes one call on four operators, three on two operators and three on the empty string, seven in all, and returns $3\sigma^4$, in agreement with $R_2=7$ and $P_2=3$.

The examples with odd strings, this program and the variants that follow are illustrations, not theorems of the Lean development. Fermionic signs $(-1)^j$ reverse the sign of some of the terms (for four operators, of one term out of three) but leave the tree, and so the call count, as it is. Skipping the branches whose contraction vanishes reduces the number of calls, and storing the results for substrings caps the number of distinct evaluations by the number $2^{2n}$ of subsets of positions, which for large $n$ is smaller than $(2n-1)!!$.
